# The averaged S-matrix element of an alloy is lossy unless its components' phase shifts agree modulo π

## Phase shifts, amplitudes and averages

At a fixed energy, an elastic spherical scatterer acts on one partial wave through a real phase shift δ. Its on-shell S-matrix element and its scattering amplitude are

S = exp(2iδ),  f = exp(iδ) sin δ,  S = 1 + 2if.

The amplitude is dimensionless here; many textbooks divide it by the wave number k. Since |S| = 1, the outgoing flux equals the incoming flux. In terms of f this is the elastic optical theorem, Im f = |f|².

In a random alloy, a site is occupied by component i with concentration cᵢ, and the concentrations sum to one. The average of S over the occupation of the site is

S̄ = Σᵢ cᵢ exp(2iδᵢ).

For a binary alloy, c is the concentration of A and 1 − c that of B, and f̄ denotes the amplitude averaged with the same weights.

## Does the mean atom conserve flux?

Every component scatters elastically, yet S̄ is a mean of points on the unit circle and generally lies inside it. A scatterer described by S̄ then appears to absorb. No energy is dissipated: the missing flux belongs to the part of the outgoing wave that fluctuates with the occupation of the site.

This bears on the average t-matrix approximation for alloys, where the effective atom carries the averaged on-shell t-matrix, proportional to f̄ in a single partial wave. The results concern one site at one energy. The step from there to a real alloy, multiple scattering between sites in an effective medium, is left open; in the KKR-CPA that medium is fixed by a self-consistency condition and not by this average.

## The loss formulas and their Lean reading

For weights that sum to one, `norm_sq_meanS` states

|S̄|² = 1 − 2 Σᵢⱼ cᵢcⱼ sin²(δᵢ − δⱼ).

The sum runs over ordered pairs, so each pair of distinct components is counted twice. If all weights are also positive, `meanS_lossless_iff` states that |S̄| = 1 exactly when every difference δᵢ − δⱼ is an integer multiple of π.

For two components, `norm_sq_binaryS` and `optical_theorem_deficit` give

|S̄|² = 1 − 4c(1 − c) sin²(δA − δB),
Im f̄ − |f̄|² = c(1 − c) sin²(δA − δB).

For 0 < c < 1, `binaryS_lossless_iff` says that the mean scatterer is lossless exactly when δA − δB is a multiple of π.

A non-spherical scatterer mixes channels, and its S-matrix is a unitary matrix. For two such matrices A and B, with S̄ = cA + (1 − c)B, `multichannel_loss` states

1 − S̄†S̄ = c(1 − c)(A − B)†(A − B),

and `multichannel_lossless_iff` concludes that for 0 < c < 1 the mean is unitary exactly when A = B.

In the code, `phaseS` is exp(2iδ), `amplitude` is f, and `meanS`, `binaryS`, `binaryAmplitude` and `meanSMatrix` are the averages. The finite type `ι` labels the components and `n` the channels. The phase shifts have type `ℝ`, which encodes elastic scattering by each component. An element of `Matrix.unitaryGroup n ℂ` is a matrix together with a proof of its unitarity, and `A.1` is the matrix itself; `ᴴ` is the dagger. The channel set is finite, so an angular-momentum cutoff fits only if the retained block is itself unitary. The identities hold for any real c, although only 0 ≤ c ≤ 1 describes a concentration.

## From interference to loss

Squaring the real and imaginary parts of S̄ and adding them gives

|S̄|² = (Σᵢ cᵢ cos 2δᵢ)² + (Σᵢ cᵢ sin 2δᵢ)²
= Σᵢⱼ cᵢcⱼ (cos 2δᵢ cos 2δⱼ + sin 2δᵢ sin 2δⱼ)
= Σᵢⱼ cᵢcⱼ cos 2(δᵢ − δⱼ).

Now use cos 2x = 1 − 2 sin² x and Σᵢⱼ cᵢcⱼ = (Σᵢ cᵢ)² = 1. The general formula follows. With two components the diagonal terms vanish and the two off-diagonal terms are equal, which gives the factor 4c(1 − c).

If |S̄| = 1, the double sum is zero. For positive weights its terms are nonnegative, so each vanishes and sin(δᵢ − δⱼ) = 0 for all i and j. The zeros of the sine are the integer multiples of π. Conversely, if all differences are such multiples, every term is zero and |S̄| = 1.

For the optical theorem, averaging S = 1 + 2if gives S̄ = 1 + 2if̄, hence

|S̄|² = 1 − 4 Im f̄ + 4|f̄|²,
Im f̄ − |f̄|² = (1 − |S̄|²)/4.

Inserting the binary formula gives the stated deficit.

For matrices, A†A = B†B = 1 leads to

S̄†S̄ = [c² + (1 − c)²] 1 + c(1 − c)(A†B + B†A).

Because 1 − c² − (1 − c)² = 2c(1 − c),

1 − S̄†S̄ = c(1 − c)(2·1 − A†B − B†A) = c(1 − c)(A − B)†(A − B).

If the left side vanishes and 0 < c < 1, then M†M = 0 with M = A − B. The diagonal entries of M†M are the sums Σₖ |Mₖᵢ|², so M = 0. If A = B, the right side is zero and the mean is unitary.

## A component with zero concentration

Take c = 1, δA = π/2 and δB = 0. Then S̄ = exp(iπ) = −1 has unit modulus, although δA − δB = π/2 is not a multiple of π. The condition c < 1 in the binary criterion therefore cannot be relaxed to c ≤ 1. Read as weights 1 and 0, the same example shows that nonnegative weights are not enough in the criterion for many components: an absent species places no constraint on the phase shifts.

## The complete Lean file

```lean
import Mathlib

open Matrix
open scoped ComplexOrder

namespace AlloyAveragedScattering

noncomputable section

/-- The on-shell S-matrix element `exp(2iδ)` of a partial wave with real phase shift `δ`. -/
def phaseS (δ : ℝ) : ℂ := Complex.exp (((2 * δ : ℝ) : ℂ) * Complex.I)

/-- The dimensionless partial-wave scattering amplitude `sin δ exp(iδ)`. -/
def amplitude (δ : ℝ) : ℂ := ((Real.sin δ : ℝ) : ℂ) * Complex.exp ((δ : ℂ) * Complex.I)

/-- The S-matrix element averaged over the components of an alloy with weights `c i`
and phase shifts `δ i`. -/
def meanS {ι : Type*} [Fintype ι] (c δ : ι → ℝ) : ℂ := ∑ i, (c i : ℂ) * phaseS (δ i)

/-- The averaged S-matrix element of a binary alloy, with weight `c` on A and `1 - c` on B. -/
def binaryS (c dA dB : ℝ) : ℂ := (c : ℂ) * phaseS dA + ((1 - c : ℝ) : ℂ) * phaseS dB

/-- The averaged scattering amplitude of a binary alloy, with weight `c` on A and
`1 - c` on B. -/
def binaryAmplitude (c dA dB : ℝ) : ℂ :=
  (c : ℂ) * amplitude dA + ((1 - c : ℝ) : ℂ) * amplitude dB

/-- The averaged S-matrix of two many-channel scatterers, with weight `c` on `A` and
`1 - c` on `B`. -/
def meanSMatrix {n : Type*} (c : ℝ) (A B : Matrix n n ℂ) : Matrix n n ℂ :=
  (c : ℂ) • A + ((1 - c : ℝ) : ℂ) • B

/-- The real and imaginary parts of `exp(2iδ)` are `cos 2δ` and `sin 2δ`. -/
theorem phaseS_re_im (δ : ℝ) :
    (phaseS δ).re = Real.cos (2 * δ) ∧ (phaseS δ).im = Real.sin (2 * δ) :=
  ⟨Complex.exp_ofReal_mul_I_re _, Complex.exp_ofReal_mul_I_im _⟩

/-- The real and imaginary parts of the scattering amplitude are `sin δ cos δ` and
`sin δ sin δ`. -/
theorem amplitude_re_im (δ : ℝ) :
    (amplitude δ).re = Real.sin δ * Real.cos δ ∧
      (amplitude δ).im = Real.sin δ * Real.sin δ := by
  constructor
  · simp only [amplitude, Complex.re_ofReal_mul, Complex.exp_ofReal_mul_I_re]
  · simp only [amplitude, Complex.im_ofReal_mul, Complex.exp_ofReal_mul_I_im]

/-- The S-matrix element and the scattering amplitude `f` are related by `S = 1 + 2if`. -/
theorem phaseS_eq_one_add_amplitude (δ : ℝ) :
    phaseS δ = 1 + 2 * Complex.I * amplitude δ := by
  apply Complex.ext
  · simp [phaseS_re_im, amplitude_re_im]
    linear_combination Real.cos_two_mul δ + 2 * Real.sin_sq_add_cos_sq δ
  · simp [phaseS_re_im, amplitude_re_im]
    linear_combination Real.sin_two_mul δ

/-- For real weights that sum to one, the averaged S-matrix element `S` satisfies
`|S|² = 1 - 2 ∑ᵢⱼ cᵢ cⱼ sin²(δᵢ - δⱼ)`, summed over ordered pairs of components. -/
theorem norm_sq_meanS {ι : Type*} [Fintype ι] (c δ : ι → ℝ) (hc : ∑ i, c i = 1) :
    ‖meanS c δ‖ ^ 2 = 1 - 2 * ∑ i, ∑ j, c i * c j * Real.sin (δ i - δ j) ^ 2 := by
  have hre : (meanS c δ).re = ∑ i, c i * Real.cos (2 * δ i) := by
    simp only [meanS, Complex.re_sum, Complex.re_ofReal_mul, phaseS_re_im]
  have him : (meanS c δ).im = ∑ i, c i * Real.sin (2 * δ i) := by
    simp only [meanS, Complex.im_sum, Complex.im_ofReal_mul, phaseS_re_im]
  have h1 : ∑ i, ∑ j, c i * c j = 1 := by
    rw [← Finset.sum_mul_sum, hc, one_mul]
  rw [Complex.sq_norm, Complex.normSq_apply, hre, him, Finset.sum_mul_sum,
    Finset.sum_mul_sum, ← h1]
  simp only [Finset.mul_sum, ← Finset.sum_sub_distrib, ← Finset.sum_add_distrib]
  refine Finset.sum_congr rfl fun i _ => Finset.sum_congr rfl fun j _ => ?_
  -- interference of two components
  have h : Real.cos (2 * δ i) * Real.cos (2 * δ j) + Real.sin (2 * δ i) * Real.sin (2 * δ j)
      = 1 - 2 * Real.sin (δ i - δ j) ^ 2 := by
    rw [← Real.cos_sub, show 2 * δ i - 2 * δ j = 2 * (δ i - δ j) by ring,
      Real.cos_two_mul, Real.cos_sq']
    ring
  linear_combination c i * c j * h

/-- An alloy average over components with positive concentrations summing to one is lossless
exactly when all phase shifts agree up to integer multiples of `π`. -/
theorem meanS_lossless_iff {ι : Type*} [Fintype ι] (c δ : ι → ℝ) (hpos : ∀ i, 0 < c i)
    (hc : ∑ i, c i = 1) :
    ‖meanS c δ‖ = 1 ↔ ∀ i j, ∃ m : ℤ, δ i - δ j = m * Real.pi := by
  rw [← pow_eq_one_iff_of_nonneg (norm_nonneg _) two_ne_zero, norm_sq_meanS c δ hc]
  have hn : ∀ i j, 0 ≤ c i * c j * Real.sin (δ i - δ j) ^ 2 := fun i j =>
    mul_nonneg (mul_pos (hpos i) (hpos j)).le (sq_nonneg _)
  constructor
  · intro h i j
    have h0 : ∑ i, ∑ j, c i * c j * Real.sin (δ i - δ j) ^ 2 = 0 := by linarith
    -- each term of a vanishing nonnegative sum vanishes
    have hi := (Finset.sum_eq_zero_iff_of_nonneg
      (fun i _ => Finset.sum_nonneg fun j _ => hn i j)).mp h0 i (Finset.mem_univ i)
    have hij := (Finset.sum_eq_zero_iff_of_nonneg
      (fun j _ => hn i j)).mp hi j (Finset.mem_univ j)
    have hs := (mul_eq_zero.mp hij).resolve_left (mul_pos (hpos i) (hpos j)).ne'
    obtain ⟨m, hm⟩ := Real.sin_eq_zero_iff.mp (pow_eq_zero_iff two_ne_zero |>.mp hs)
    exact ⟨m, hm.symm⟩
  · intro h
    have h0 : ∑ i, ∑ j, c i * c j * Real.sin (δ i - δ j) ^ 2 = 0 := by
      refine Finset.sum_eq_zero fun i _ => Finset.sum_eq_zero fun j _ => ?_
      obtain ⟨m, hm⟩ := h i j
      rw [hm, Real.sin_int_mul_pi]
      ring
    rw [h0]
    ring

/-- The averaged S-matrix element `S` of a binary alloy satisfies
`|S|² = 1 - 4c(1-c) sin²(δA - δB)`. -/
theorem norm_sq_binaryS (c dA dB : ℝ) :
    ‖binaryS c dA dB‖ ^ 2 = 1 - 4 * c * (1 - c) * Real.sin (dA - dB) ^ 2 := by
  have e : binaryS c dA dB = meanS ![c, 1 - c] ![dA, dB] := by
    simp [binaryS, meanS, Fin.sum_univ_two]
  have hs : Real.sin (dB - dA) = -Real.sin (dA - dB) := by
    rw [← Real.sin_neg, neg_sub]
  rw [e, norm_sq_meanS _ _ (by simp [Fin.sum_univ_two])]
  simp only [Fin.sum_univ_two, Matrix.cons_val_zero, Matrix.cons_val_one,
    Matrix.cons_val_fin_one, sub_self, Real.sin_zero, hs]
  ring

/-- For `0 < c < 1`, the mean scatterer of a binary alloy is lossless exactly when
`δA - δB` is an integer multiple of `π`. -/
theorem binaryS_lossless_iff (c dA dB : ℝ) (h0 : 0 < c) (h1 : c < 1) :
    ‖binaryS c dA dB‖ = 1 ↔ ∃ m : ℤ, dA - dB = m * Real.pi := by
  rw [← pow_eq_one_iff_of_nonneg (norm_nonneg _) two_ne_zero, norm_sq_binaryS]
  have hp : 0 < c * (1 - c) := mul_pos h0 (sub_pos.mpr h1)
  constructor
  · intro h
    have hz : c * (1 - c) * Real.sin (dA - dB) ^ 2 = 0 := by linarith
    have hs := (mul_eq_zero.mp hz).resolve_left hp.ne'
    obtain ⟨m, hm⟩ := Real.sin_eq_zero_iff.mp (pow_eq_zero_iff two_ne_zero |>.mp hs)
    exact ⟨m, hm.symm⟩
  · rintro ⟨m, hm⟩
    rw [hm, Real.sin_int_mul_pi]
    ring

/-- The averaged amplitude `f` of a binary alloy misses the elastic optical theorem
`Im f = |f|²` by `c(1-c) sin²(δA - δB)`. -/
theorem optical_theorem_deficit (c dA dB : ℝ) :
    (binaryAmplitude c dA dB).im - ‖binaryAmplitude c dA dB‖ ^ 2
      = c * (1 - c) * Real.sin (dA - dB) ^ 2 := by
  rw [Complex.sq_norm, Complex.normSq_apply]
  simp only [binaryAmplitude, Complex.add_re, Complex.add_im, Complex.re_ofReal_mul,
    Complex.im_ofReal_mul, amplitude_re_im, Real.sin_sub]
  linear_combination
    (-c ^ 2 * Real.sin dA ^ 2 - c * (1 - c) * Real.sin dB ^ 2) * Real.sin_sq_add_cos_sq dA
    + (-(1 - c) ^ 2 * Real.sin dB ^ 2 - c * (1 - c) * Real.sin dA ^ 2)
      * Real.sin_sq_add_cos_sq dB

/-- For two many-channel scatterers with unitary S-matrices `A` and `B`, the averaged
S-matrix `S` has the loss matrix `1 - S†S = c(1-c) (A - B)†(A - B)`. -/
theorem multichannel_loss {n : Type*} [Fintype n] [DecidableEq n] (c : ℝ)
    (A B : Matrix.unitaryGroup n ℂ) :
    1 - (meanSMatrix c A.1 B.1)ᴴ * meanSMatrix c A.1 B.1
      = ((c * (1 - c) : ℝ) : ℂ) • ((A.1 - B.1)ᴴ * (A.1 - B.1)) := by
  have hA : A.1ᴴ * A.1 = 1 := Matrix.mem_unitaryGroup_iff'.mp A.2
  have hB : B.1ᴴ * B.1 = 1 := Matrix.mem_unitaryGroup_iff'.mp B.2
  have hs : ∀ x : ℝ, star (x : ℂ) = x := fun x => Complex.conj_ofReal x
  simp only [meanSMatrix, Matrix.conjTranspose_add, Matrix.conjTranspose_sub,
    Matrix.conjTranspose_smul, hs, Matrix.mul_add, Matrix.add_mul, Matrix.mul_sub,
    Matrix.sub_mul, Matrix.smul_mul, Matrix.mul_smul, hA, hB]
  simp only [Complex.ofReal_mul, Complex.ofReal_sub, Complex.ofReal_one]
  module

/-- For `0 < c < 1`, the average of two unitary S-matrices is unitary exactly when the two
S-matrices coincide. -/
theorem multichannel_lossless_iff {n : Type*} [Fintype n] [DecidableEq n] (c : ℝ)
    (h0 : 0 < c) (h1 : c < 1) (A B : Matrix.unitaryGroup n ℂ) :
    meanSMatrix c A.1 B.1 ∈ Matrix.unitaryGroup n ℂ ↔ A = B := by
  have key := multichannel_loss c A B
  rw [Matrix.mem_unitaryGroup_iff', Matrix.star_eq_conjTranspose]
  constructor
  · intro h
    rw [h, sub_self] at key
    have hp : ((c * (1 - c) : ℝ) : ℂ) ≠ 0 :=
      Complex.ofReal_ne_zero.mpr (mul_pos h0 (sub_pos.mpr h1)).ne'
    have hz := (smul_eq_zero.mp key.symm).resolve_left hp
    exact Subtype.ext (sub_eq_zero.mp (Matrix.conjTranspose_mul_self_eq_zero.mp hz))
  · intro h
    have hd : A.1 - B.1 = 0 := by rw [h, sub_self]
    rw [hd, Matrix.mul_zero, smul_zero] at key
    exact (sub_eq_zero.mp key).symm

end

end AlloyAveragedScattering
```

```lean
#print axioms AlloyAveragedScattering.meanS_lossless_iff
#print axioms AlloyAveragedScattering.binaryS_lossless_iff
#print axioms AlloyAveragedScattering.optical_theorem_deficit
#print axioms AlloyAveragedScattering.multichannel_lossless_iff
```

```
'AlloyAveragedScattering.meanS_lossless_iff' depends on axioms: [propext, Classical.choice, Quot.sound]
'AlloyAveragedScattering.binaryS_lossless_iff' depends on axioms: [propext, Classical.choice, Quot.sound]
'AlloyAveragedScattering.optical_theorem_deficit' depends on axioms: [propext, Classical.choice, Quot.sound]
'AlloyAveragedScattering.multichannel_lossless_iff' depends on axioms: [propext, Classical.choice, Quot.sound]
```

## Pairwise terms and matrix products in the proofs

The lemmas `phaseS_re_im` and `amplitude_re_im` supply the real and imaginary parts. `phaseS_eq_one_add_amplitude` compares the two sides of S = 1 + 2if part by part, using the double-angle formulas.

In `norm_sq_meanS`, `hre` and `him` are the two sums that are squared in the derivation. The step `h1` writes 1 as Σᵢⱼ cᵢcⱼ, which brings both sides under the same double sum. `Finset.sum_congr` then reduces the claim to one pair (i, j). The identity `h` is the interference formula for that pair, and `linear_combination` multiplies it by cᵢcⱼ.

`meanS_lossless_iff` first replaces |S̄| = 1 by |S̄|² = 1, which is equivalent because a norm is nonnegative. `Finset.sum_eq_zero_iff_of_nonneg` is applied twice, once to the outer sum and once to the inner, to isolate a single vanishing term. Positivity of the weights removes the factor cᵢcⱼ, and `Real.sin_eq_zero_iff` supplies the integer m.

`norm_sq_binaryS` identifies the binary average with `meanS` for the weights `![c, 1 - c]` and evaluates the four terms of the double sum. `binaryS_lossless_iff` repeats the argument about zeros of the sine for the single remaining term.

The proof of `optical_theorem_deficit` takes a different route from the derivation above. It expands f̄ into real and imaginary parts and closes the resulting polynomial identity with sin² + cos² = 1 for each phase shift, without passing through S̄.

In `multichannel_loss`, `hA` and `hB` are the two unitarity relations. The first `simp only` multiplies out both products and inserts these relations; `module` then matches the coefficients of 1, A†B and B†A. `multichannel_lossless_iff` uses this identity as `key`. In the forward direction it divides out the nonzero factor c(1 − c) and applies `Matrix.conjTranspose_mul_self_eq_zero`, the statement that M†M = 0 forces M = 0. In the reverse direction, A − B = 0 makes the loss matrix vanish.
